# The probability that independent starts miss at least one basin is at most the sum of the probabilities of missing each

A search makes `n` independent starts, each relaxing into one of finitely many basins, with basin `b` reached with weight `q b`. The theorem states the union bound: the total weight of the sequences that miss at least one basin is at most the sum, over basins, of the weight of the sequences that miss that basin. The weights need only be nonnegative; they are probabilities in the usual sense when they sum to one, which the theorem does not require. The proof exchanges the two sums on the right and compares the sides sequence by sequence. If a sequence misses some basin, the term of that basin already matches the left side; otherwise the left side is zero and the right is a sum of nonnegative terms.

Lean 4 with Mathlib refuses this proof:

```lean
import Mathlib

open Finset

namespace ProbMissedLeSum

noncomputable section

variable {ι : Type*} [Fintype ι] {n : ℕ}

open Classical in
/-- The probability of an event `E` in a search of `n` independent starts, when a single start
reaches basin `b` with probability `q b`: each sequence `s` of basins has weight `∏ q (s i)`. -/
def prob (q : ι → ℝ) (E : (Fin n → ι) → Prop) : ℝ :=
  ∑ s, if E s then ∏ i, q (s i) else 0

/-- None of the `n` starts relaxes into basin `b`. -/
def MissesSite (n : ℕ) (b : ι) (s : Fin n → ι) : Prop := ∀ i, s i ≠ b

/-- At least one basin is missed by all `n` starts. -/
def SomeMissed (n : ℕ) (s : Fin n → ι) : Prop := ∃ b, MissesSite n b s

/-- Union bound: for nonnegative basin probabilities, the probability of an incomplete search
is at most the sum over basins of the probability of missing that basin. -/
theorem prob_missed_le_sum {q : ι → ℝ} (h0 : ∀ b, 0 ≤ q b) (n : ℕ) :
    prob q (SomeMissed n) ≤ ∑ b, prob q (MissesSite n b) := by
  unfold prob
  rw [sum_comm]
  refine sum_le_sum fun s _ => ?_
  have hpos : ∀ (P : Prop) [Decidable P], 0 ≤ if P then ∏ i, q (s i) else 0 := by
    intro P _
    split_ifs
    · exact prod_nonneg fun i _ => h0 (s i)
    · exact le_rfl
  by_cases h : SomeMissed n s
  · rw [if_pos h]
    obtain ⟨b, hb⟩ := h
    -- the term of the missed basin `b` alone suffices
    refine le_trans ?_ (single_le_sum (fun c _ => hpos _) (mem_univ b))
    simp only [if_pos hb, le_refl]
  · rw [if_neg h]
    exact sum_nonneg fun c _ => hpos _

end

end ProbMissedLeSum
```

Compiling this gives:

```
Main.lean:39:50: error(lean.synthInstanceFailed): failed to synthesize instance of type class
  Decidable (MissesSite n c s)

Hint: Type class instance resolution failures can be inspected with the `set_option trace.Meta.synthInstance true` command.
Main.lean:42:32: error(lean.synthInstanceFailed): failed to synthesize instance of type class
  Decidable (MissesSite n c s)

Hint: Type class instance resolution failures can be inspected with the `set_option trace.Meta.synthInstance true` command.
```

Diagnosis. Both messages say that Lean found no instance of `Decidable (MissesSite n c s)`, that is, no decision procedure for whether the sequence `s` misses basin `c`. An `if` on a proposition needs one. The definition of `prob` gets it from `open Classical in`, but that command covers only the declaration that follows it and does not reach the theorem.

Unfolding `prob` brings into the goal `if` expressions that already carry their classical instances. The helper `hpos`, however, takes `[Decidable P]` as an instance argument, which Lean must find by instance search each time `hpos _` is used. Here `P` is `MissesSite n c s`, and the search fails in both places: inside `single_le_sum` and inside `sum_nonneg`.

The added line `classical` makes classical decidability available to instance search for the rest of the proof. Both uses of `hpos _` then find an instance, and it agrees with the one in the unfolded `prob`. The argument itself is unchanged.

Fix (accepted with no message):

```diff
@@ -25,4 +25,5 @@
 theorem prob_missed_le_sum {q : ι → ℝ} (h0 : ∀ b, 0 ≤ q b) (n : ℕ) :
     prob q (SomeMissed n) ≤ ∑ b, prob q (MissesSite n b) := by
+  classical
   unfold prob
   rw [sum_comm]
```
